# Gradient descent with step 1/L on a convex energy with L-Lipschitz gradient: energy error at most L‖x₀ − x*‖²/(2k) after k steps, x* a minimiser

Let $E$ be a convex differentiable energy on a real Hilbert space, for instance $\mathbb R^n$, whose gradient is Lipschitz with constant $L>0$. If $x^*$ is a minimiser and $x_{k+1}=x_k-\tfrac1L\nabla E(x_k)$, then for every $k\ge 1$

$$0\le E(x_k)-E(x^*)\le \frac{L\,\|x_0-x^*\|^2}{2k}.$$

## Relaxation on a convex energy surface

The force is $-\nabla E$, so each update moves the configuration along the force. The Lipschitz condition says that a displacement of length $r$ changes the force by at most $Lr$. In a harmonic model with a nonzero positive semidefinite Hessian, $L$ can be taken as the largest Hessian eigenvalue, the force constant along the stiffest direction in the coordinates used for the descent.

The result bounds the number of steepest-descent steps of size $1/L$ needed to bring the energy within a given tolerance of its minimum, in a geometry relaxation whose energy is convex everywhere, as in that harmonic model. A molecular energy surface taken as a whole is not of this kind. It can have several separate minima, and even with one equilibrium structure it levels off at dissociation, which a convex energy that has risen from its minimum along a straight line cannot do.

## One step against a reference point

Fix a configuration $x$ and any reference point $z$. Write $g=\nabla E(x)$, $d=-g/L$ and $x^+=x+d$.

**Tangent plane.** Convexity gives $E(x+s(z-x))\le(1-s)E(x)+sE(z)$ for $0<s\le1$. Subtracting $E(x)$, dividing by $s$ and letting $s\to0$ yields
$$E(x)+\langle g,z-x\rangle\le E(z).$$

**Quadratic upper bound.** Let $\psi(t)=E(x+td)-t\langle g,d\rangle-\tfrac L2t^2\|d\|^2$. For $0<t<1$, the Cauchy–Schwarz inequality and the Lipschitz condition give
$$\psi'(t)=\langle\nabla E(x+td)-g,d\rangle-Lt\|d\|^2\le Lt\|d\|^2-Lt\|d\|^2=0.$$
Hence $\psi(1)\le\psi(0)$. Since $g=-Ld$, this reads
$$E(x^+)\le E(x)+\langle g,d\rangle+\tfrac L2\|d\|^2=E(x)-\tfrac L2\|d\|^2.$$

**Combination.** The tangent plane gives $E(x)\le E(z)-\langle g,z-x\rangle=E(z)-L\langle x-z,d\rangle$. Therefore
$$E(x^+)\le E(z)-\tfrac L2\left(2\langle x-z,d\rangle+\|d\|^2\right)=E(z)+\tfrac L2\left(\|x-z\|^2-\|x^+-z\|^2\right),$$
because $\|x^+-z\|^2=\|x-z\|^2+2\langle x-z,d\rangle+\|d\|^2$.

## Summing the steps

Setting $z=x$ in the one-step inequality shows that the energy never rises. We claim that
$$k\,(E(x_k)-E(z))\le\tfrac L2\left(\|x_0-z\|^2-\|x_k-z\|^2\right).$$
At $k=0$ both sides vanish. For the next step, split off one term and use $E(x_{k+1})\le E(x_k)$ in the rest:
$$(k+1)(E(x_{k+1})-E(z))\le k(E(x_k)-E(z))+\tfrac L2\left(\|x_k-z\|^2-\|x_{k+1}-z\|^2\right).$$
The induction hypothesis bounds the first term, and $\|x_k-z\|^2$ cancels. Dropping the final negative term and dividing by $k\ge1$ gives the upper bound for any $z$, in particular $z=x^*$. The lower bound is the definition of a minimiser.

Three consequences follow:

- With $z=x^*$, the one-step inequality and $E(x^+)\ge E(x^*)$ give $\|x^+-x^*\|\le\|x-x^*\|$.
- For a tolerance $\varepsilon>0$, any $k\ge L\|x_0-z\|^2/(2\varepsilon)$ ensures $E(x_k)-E(z)\le\varepsilon$.
- If $E$ has a finite infimum $m$, then $E(x_k)\to m$ even if no minimiser exists. For any $b>m$, choose $z$ with $E(z)<b$; the bound puts $E(x_k)$ below $b$ for all large $k$, while $E(x_k)\ge m$ always.

## An energy with a single force constant

For $E(x)=\tfrac L2x^2$ on the real line, $x_1=x_0-\tfrac1L\,Lx_0=0$. The minimum is reached in one step, while the bound still allows an error of $Lx_0^2/(2k)$. The estimate is a guarantee for the whole class of energies and can be far from the actual error.

## How the hypotheses appear in Lean

The space `V` is a complete real inner-product space, which includes every finite-dimensional one. `gradient E x` is $\nabla E(x)$, `gdStep E L x` is $x^+$, and `gdIter E L x₀ k` is $x_k$, with index 0 for the starting point. The minimiser is `xm`.

In `gradient_descent_rate`, `hD` and `hE` state differentiability and convexity on the whole space, `hLip` is the Lipschitz condition, and `hmin` says that `xm` is a global minimiser. Its existence is assumed, its uniqueness is not. The constant $L$ is given, and gradients and arithmetic are exact. Constraints, line searches and convergence of the positions $x_k$ are not covered.

The quadratic upper bound, for all pairs of points, could have replaced `hLip` as the hypothesis. The argument with $\psi$ would then disappear, and a user would have to supply a bound on energies instead of one on changes in the force.

```lean
import Mathlib

open Filter Topology Set

namespace GradientDescentRate

noncomputable section

variable {V : Type*} [NormedAddCommGroup V] [InnerProductSpace ℝ V] [CompleteSpace V]

/-- One steepest-descent update of the configuration `x` with step length `1/L`. -/
def gdStep (E : V → ℝ) (L : ℝ) (x : V) : V := x - (1 / L) • gradient E x

/-- The steepest-descent trajectory started at `x₀`. -/
def gdIter (E : V → ℝ) (L : ℝ) (x₀ : V) : ℕ → V
  | 0 => x₀
  | k + 1 => gdStep E L (gdIter E L x₀ k)

/-- Along a straight line with direction `d`, the energy changes at the rate given by the
inner product of the gradient with `d`. -/
theorem hasDerivAt_line {E : V → ℝ} (hD : Differentiable ℝ E) (x d : V) (t : ℝ) :
    HasDerivAt (fun s : ℝ => E (x + s • d)) (inner ℝ (gradient E (x + t • d)) d) t := by
  have hline : HasDerivAt (fun s : ℝ => x + s • d) d t := by
    simpa using ((hasDerivAt_id' t).smul_const d).const_add x
  have h := (hD (x + t • d)).hasGradientAt.hasFDerivAt.comp_hasDerivAt t hline
  simpa [Function.comp_def] using h

/-- A convex energy surface lies above each of its tangent planes. -/
theorem tangent_le {E : V → ℝ} (hD : Differentiable ℝ E) (hE : ConvexOn ℝ univ E) (x z : V) :
    E x + inner ℝ (gradient E x) (z - x) ≤ E z := by
  -- restrict the energy to the line from x to z
  have hc : ConvexOn ℝ univ (fun s : ℝ => E (x + s • (z - x))) := by
    refine ⟨convex_univ, fun s _ t _ a b ha hb hab => ?_⟩
    have h := hE.2 (mem_univ (x + s • (z - x))) (mem_univ (x + t • (z - x))) ha hb hab
    have hp : a • (x + s • (z - x)) + b • (x + t • (z - x))
        = x + (a • s + b • t) • (z - x) := by
      obtain rfl : b = 1 - a := by linarith
      simp only [smul_eq_mul]
      module
    rw [hp] at h
    exact h
  -- the initial slope is at most the mean slope
  have h := hc.le_slope_of_hasDerivAt (mem_univ 0) (mem_univ 1) zero_lt_one
    (hasDerivAt_line hD x (z - x) 0)
  simp only [slope_def_field, zero_smul, add_zero, one_smul, add_sub_cancel, sub_zero,
    div_one] at h
  linarith

/-- After one descent step, the energy exceeds that of any reference point `z` by at most
`L/2` times the decrease of the squared distance to `z`. -/
theorem step_le {E : V → ℝ} {L : ℝ} (hL : 0 < L) (hD : Differentiable ℝ E)
    (hE : ConvexOn ℝ univ E)
    (hLip : ∀ x y, ‖gradient E x - gradient E y‖ ≤ L * ‖x - y‖) (x z : V) :
    E (gdStep E L x) ≤ E z + L / 2 * (‖x - z‖ ^ 2 - ‖gdStep E L x - z‖ ^ 2) := by
  obtain ⟨d, hd⟩ : ∃ d, d = -((1 / L) • gradient E x) := ⟨_, rfl⟩
  have hG : gradient E x = (-L) • d := by
    rw [hd, smul_neg, neg_smul, neg_neg, smul_smul, mul_one_div_cancel hL.ne', one_smul]
  have hstep : gdStep E L x = x + d := by rw [gdStep, hd, sub_eq_add_neg]
  -- the energy minus its quadratic model does not increase along the step
  have hψ : ∀ t : ℝ, HasDerivAt
      (fun s : ℝ => E (x + s • d)
        - (s * inner ℝ (gradient E x) d + L / 2 * ‖d‖ ^ 2 * (s * s)))
      (inner ℝ (gradient E (x + t • d)) d
        - (inner ℝ (gradient E x) d + L * ‖d‖ ^ 2 * t)) t := by
    intro t
    refine (hasDerivAt_line hD x d t).fun_sub ?_
    refine (((hasDerivAt_id' t).mul_const (inner ℝ (gradient E x) d)).fun_add
      (((hasDerivAt_id' t).fun_mul (hasDerivAt_id' t)).const_mul
        (L / 2 * ‖d‖ ^ 2))).congr_deriv ?_
    ring
  have hanti := antitoneOn_of_deriv_nonpos (convex_Icc (0 : ℝ) 1)
    (fun t _ => (hψ t).continuousAt.continuousWithinAt)
    (fun t _ => (hψ t).differentiableAt.differentiableWithinAt)
    (fun t ht => by
      rw [interior_Icc] at ht
      rw [(hψ t).deriv]
      have cs := real_inner_le_norm (gradient E (x + t • d) - gradient E x) d
      have lip := hLip (x + t • d) x
      rw [add_sub_cancel_left, norm_smul, Real.norm_of_nonneg ht.1.le] at lip
      rw [inner_sub_left] at cs
      nlinarith [mul_le_mul_of_nonneg_right lip (norm_nonneg d)])
  have h01 := hanti (left_mem_Icc.2 zero_le_one) (right_mem_Icc.2 zero_le_one) zero_le_one
  simp only [one_smul, zero_smul, add_zero] at h01
  -- combine with the tangent plane at x and expand the squared distance
  have htan := tangent_le hD hE x z
  have hsq : ‖x + d - z‖ ^ 2 = ‖x - z‖ ^ 2 + 2 * inner ℝ (x - z) d + ‖d‖ ^ 2 := by
    rw [show x + d - z = (x - z) + d by abel, norm_add_sq_real]
  have hflip : inner ℝ d (z - x) = -inner ℝ (x - z) d := by
    rw [real_inner_comm, ← neg_sub x z, inner_neg_left]
  rw [hG, real_inner_smul_left, real_inner_self_eq_norm_sq] at h01
  rw [hG, real_inner_smul_left, hflip] at htan
  rw [hstep, hsq]
  linarith

/-- A descent step never increases the distance to a minimiser of the energy. -/
theorem dist_minimiser_le {E : V → ℝ} {L : ℝ} (hL : 0 < L) (hD : Differentiable ℝ E)
    (hE : ConvexOn ℝ univ E)
    (hLip : ∀ x y, ‖gradient E x - gradient E y‖ ≤ L * ‖x - y‖)
    {xm : V} (hmin : ∀ y, E xm ≤ E y) (x : V) :
    ‖gdStep E L x - xm‖ ≤ ‖x - xm‖ := by
  have h := step_le hL hD hE hLip x xm
  have hm := hmin (gdStep E L x)
  refine (sq_le_sq₀ (norm_nonneg _) (norm_nonneg _)).1 ?_
  exact le_of_mul_le_mul_left (by linarith) (half_pos hL)

/-- After `k` steps, `k` times the energy excess over a reference point `z` is at most `L/2`
times the total decrease of the squared distance to `z`. -/
theorem accumulated_le {E : V → ℝ} {L : ℝ} (hL : 0 < L) (hD : Differentiable ℝ E)
    (hE : ConvexOn ℝ univ E)
    (hLip : ∀ x y, ‖gradient E x - gradient E y‖ ≤ L * ‖x - y‖) (x₀ z : V) (k : ℕ) :
    k * (E (gdIter E L x₀ k) - E z)
      ≤ L / 2 * (‖x₀ - z‖ ^ 2 - ‖gdIter E L x₀ k - z‖ ^ 2) := by
  induction k with
  | zero => simp [gdIter]
  | succ k ih =>
    rw [gdIter]
    have h1 := step_le hL hD hE hLip (gdIter E L x₀ k) z
    -- the energy does not rise: compare with the current point itself
    have h2 := step_le hL hD hE hLip (gdIter E L x₀ k) (gdIter E L x₀ k)
    rw [sub_self, norm_zero] at h2
    have h3 : E (gdStep E L (gdIter E L x₀ k)) ≤ E (gdIter E L x₀ k) := by
      have := mul_nonneg (half_pos hL).le
        (sq_nonneg ‖gdStep E L (gdIter E L x₀ k) - gdIter E L x₀ k‖)
      linarith
    have h4 := mul_le_mul_of_nonneg_left h3 (Nat.cast_nonneg (α := ℝ) k)
    push_cast
    linarith

/-- After `k ≥ 1` steps, the energy exceeds that of any reference point `z` by at most
`L ‖x₀ - z‖² / (2k)`. -/
theorem rate_reference {E : V → ℝ} {L : ℝ} (hL : 0 < L) (hD : Differentiable ℝ E)
    (hE : ConvexOn ℝ univ E)
    (hLip : ∀ x y, ‖gradient E x - gradient E y‖ ≤ L * ‖x - y‖) (x₀ z : V)
    {k : ℕ} (hk : 1 ≤ k) :
    E (gdIter E L x₀ k) - E z ≤ L * ‖x₀ - z‖ ^ 2 / (2 * k) := by
  have hk' : (0 : ℝ) < k := by exact_mod_cast hk
  have h := accumulated_le hL hD hE hLip x₀ z k
  have hn := mul_nonneg (half_pos hL).le (sq_nonneg ‖gdIter E L x₀ k - z‖)
  rw [le_div_iff₀ (by positivity)]
  linarith

/-- Gradient descent with step `1/L` on a convex energy with `L`-Lipschitz gradient: after
`k ≥ 1` steps the error above the minimum lies between `0` and `L ‖x₀ - xm‖² / (2k)`. -/
theorem gradient_descent_rate {E : V → ℝ} {L : ℝ} (hL : 0 < L) (hD : Differentiable ℝ E)
    (hE : ConvexOn ℝ univ E)
    (hLip : ∀ x y, ‖gradient E x - gradient E y‖ ≤ L * ‖x - y‖)
    {xm : V} (hmin : ∀ y, E xm ≤ E y) (x₀ : V) {k : ℕ} (hk : 1 ≤ k) :
    0 ≤ E (gdIter E L x₀ k) - E xm ∧
      E (gdIter E L x₀ k) - E xm ≤ L * ‖x₀ - xm‖ ^ 2 / (2 * k) :=
  ⟨sub_nonneg.2 (hmin _), rate_reference hL hD hE hLip x₀ xm hk⟩

/-- Once the number of steps reaches `L ‖x₀ - z‖² / (2ε)`, the energy is at most `ε` above
that of the reference point `z`. -/
theorem steps_for_tolerance {E : V → ℝ} {L : ℝ} (hL : 0 < L) (hD : Differentiable ℝ E)
    (hE : ConvexOn ℝ univ E)
    (hLip : ∀ x y, ‖gradient E x - gradient E y‖ ≤ L * ‖x - y‖) (x₀ z : V)
    {ε : ℝ} (hε : 0 < ε) {k : ℕ} (hk : L * ‖x₀ - z‖ ^ 2 / (2 * ε) ≤ k) :
    E (gdIter E L x₀ k) - E z ≤ ε := by
  rw [div_le_iff₀ (by positivity)] at hk
  rcases Nat.eq_zero_or_pos k with rfl | hpos
  · -- for k = 0 the hypothesis forces the start to be the reference point
    have h0 : ‖x₀ - z‖ ^ 2 ≤ 0 := by
      refine le_of_mul_le_mul_left ?_ hL
      simpa using hk
    have h1 : ‖x₀ - z‖ = 0 := pow_eq_zero_iff two_ne_zero |>.1 (le_antisymm h0 (sq_nonneg _))
    have h2 : x₀ = z := sub_eq_zero.1 (norm_eq_zero.1 h1)
    simp only [gdIter, h2, sub_self]
    exact hε.le
  · have hk' : (0 : ℝ) < k := by exact_mod_cast hpos
    refine (rate_reference hL hD hE hLip x₀ z hpos).trans ?_
    rw [div_le_iff₀ (by positivity)]
    linarith

/-- The energies along the trajectory converge to the greatest lower bound `m` of the energy,
whether or not it is attained. -/
theorem tendsto_infimum {E : V → ℝ} {L : ℝ} (hL : 0 < L) (hD : Differentiable ℝ E)
    (hE : ConvexOn ℝ univ E)
    (hLip : ∀ x y, ‖gradient E x - gradient E y‖ ≤ L * ‖x - y‖)
    {m : ℝ} (hm : IsGLB (range E) m) (x₀ : V) :
    Tendsto (fun k => E (gdIter E L x₀ k)) atTop (𝓝 m) := by
  refine tendsto_order.2 ⟨fun a ha => Eventually.of_forall fun k =>
    ha.trans_le (hm.1 (mem_range_self _)), fun b hb => ?_⟩
  -- choose a reference point with energy below b
  obtain ⟨_, ⟨z, rfl⟩, hz⟩ := (isGLB_lt_iff hm).1 hb
  have hlim := tendsto_const_div_atTop_nhds_zero_nat (L * ‖x₀ - z‖ ^ 2 / 2)
  filter_upwards [hlim.eventually_lt_const (sub_pos.2 hz), eventually_ge_atTop 1] with k h1 hk
  have h2 := rate_reference hL hD hE hLip x₀ z hk
  rw [← div_div] at h2
  linarith

end

end GradientDescentRate
```

```lean
#print axioms GradientDescentRate.dist_minimiser_le
#print axioms GradientDescentRate.gradient_descent_rate
#print axioms GradientDescentRate.steps_for_tolerance
#print axioms GradientDescentRate.tendsto_infimum
```

```
'GradientDescentRate.dist_minimiser_le' depends on axioms: [propext, Classical.choice, Quot.sound]
'GradientDescentRate.gradient_descent_rate' depends on axioms: [propext, Classical.choice, Quot.sound]
'GradientDescentRate.steps_for_tolerance' depends on axioms: [propext, Classical.choice, Quot.sound]
'GradientDescentRate.tendsto_infimum' depends on axioms: [propext, Classical.choice, Quot.sound]
```

## From the line derivative to the rate

`hasDerivAt_line` is the chain rule along $x+td$. `tangent_le` restricts $E$ to the line from $x$ to $z$ and proves that the restriction is convex. It then uses a Mathlib lemma that the slope at 0 is at most the mean slope over $[0,1]$, which replaces the limit $s\to0$.

`step_le` contains the main calculation. The statement `hψ` computes $\psi'$, and `antitoneOn_of_deriv_nonpos` turns its sign into $\psi(1)\le\psi(0)$. Within that step, `cs` is Cauchy–Schwarz and `lip` is the Lipschitz condition; `nlinarith` combines them after `lip` is multiplied by $\|d\|$. The identity `hG` is $g=-Ld$, `hsq` expands the squared distance, and the closing `linarith` adds the inequalities.

`accumulated_le` is the induction: `h1` is the new step, and `h3` is the energy decrease, obtained from `step_le` with the current point as reference. `rate_reference` discards the remaining distance and divides by $k$; `gradient_descent_rate` specialises it to `xm` and adds the lower bound.

`dist_minimiser_le`, `steps_for_tolerance` and `tendsto_infimum` prove the three consequences. The second also admits $k=0$, where its hypothesis forces $x_0=z$. Every theorem from `step_le` on assumes $L>0$, differentiability, convexity and the Lipschitz condition, also where its docstring does not repeat them.
